# Tensors xI + yJ in the plane perpendicular to a magnetic field multiply like complex numbers

If a material looks the same in every direction perpendicular to a magnetic field, its conductivity tensor in that plane has the form xI + yJ. Here J is the matrix of an anticlockwise quarter turn, x gives the current along an electric field applied in the plane, and y gives the current at right angles to it. The lemma `planar_mul` says that the product of xI + yJ and zI + wJ is (xz − yw)I + (xw + yz)J, which is the rule for multiplying x + iy by z + iw. It is a matrix identity, true for all real x, y, z and w. The proof compares the two sides entry by entry, using `simp` to write out the matrix product and `ring` to check the arithmetic that remains.

Lean 4 with Mathlib refuses this proof:

```lean
import Mathlib

open Matrix

namespace CompensatedSemimetal

noncomputable section

/-- The quarter-turn matrix in the plane perpendicular to the magnetic field. -/
def J : Matrix (Fin 2) (Fin 2) ℝ := !![0, -1; 1, 0]

/-- The planar tensor `x I + y J`, with longitudinal part `x` and transverse part `y`. -/
def planar (x y : ℝ) : Matrix (Fin 2) (Fin 2) ℝ := x • 1 + y • J

/-- Planar tensors multiply like complex numbers. -/
theorem planar_mul (x y z w : ℝ) :
    planar x y * planar z w = planar (x * z - y * w) (x * w + y * z) := by
  ext i j
  fin_cases i <;> fin_cases j <;>
    simp [planar, J, Matrix.mul_apply, Fin.sum_univ_succ] <;> ring

end

end CompensatedSemimetal
```

Lean reports:

```
Try this:
  [apply] ring_nf
  
  The `ring` tactic failed to close the goal. Use `ring_nf` to obtain a normal form.
    
  Note that `ring` works primarily in *commutative* rings. If you have a noncommutative ring, abelian group or module, consider using `noncomm_ring`, `abel` or `module` instead.
Try this:
  [apply] ring_nf
  
  The `ring` tactic failed to close the goal. Use `ring_nf` to obtain a normal form.
    
  Note that `ring` works primarily in *commutative* rings. If you have a noncommutative ring, abelian group or module, consider using `noncomm_ring`, `abel` or `module` instead.
Try this:
  [apply] ring_nf
  
  The `ring` tactic failed to close the goal. Use `ring_nf` to obtain a normal form.
    
  Note that `ring` works primarily in *commutative* rings. If you have a noncommutative ring, abelian group or module, consider using `noncomm_ring`, `abel` or `module` instead.
Main.lean:17:72: error: unsolved goals
case «0».«1»
x y z w : ℝ
⊢ -(x * w) - y * z * 1 (Fin.succ 0) 1 = -(x * w) - y * z

case «1».«0»
x y z w : ℝ
⊢ y * z + x * 1 1 (Fin.succ 0) * w = y * z + x * w

case «1».«1»
x y z w : ℝ
⊢ -(y * w) + x * 1 1 (Fin.succ 0) * z * 1 (Fin.succ 0) 1 = -(y * w) + x * z
```

What went wrong. The error shows three of the four entries left unproved. Each still contains an entry of the identity matrix, such as `1 (Fin.succ 0) 1`. This is a diagonal entry, equal to 1, because `Fin.succ 0` is the index 1 under another name. The name comes from `Fin.sum_univ_succ`, which splits a sum into its first term and a sum over successors. With the two indices written differently, `simp` did not reduce the entry to 1, and `ring`, which knows nothing of matrix entries, treated it as an unknown number. The three "Try this" messages report that `ring` failed on these goals; the `ring_nf` they suggest would not evaluate the entries either.

The repair changes only the lemmas given to `simp`. `Fin.sum_univ_two` writes the sum directly as the terms at 0 and 1, so `Fin.succ 0` no longer appears. `Matrix.one_apply` spells out an entry of the identity as 1 if its indices are equal and 0 otherwise, which `simp` can decide. Only ordinary real arithmetic is then left to check.

The change, after which it compiles:

```diff
@@ -18,5 +18,5 @@
   ext i j
   fin_cases i <;> fin_cases j <;>
-    simp [planar, J, Matrix.mul_apply, Fin.sum_univ_succ] <;> ring
+    simp [planar, J, Matrix.mul_apply, Fin.sum_univ_two, Matrix.one_apply] <;> ring
 
 end
```
